# An invertible dynamical matrix gives coupled damped oscillators a motion at the driving frequency

Finitely many coupled oscillators of unit mass, with stiffness matrix `K` and damping matrix `G`, are driven by the force `e^{-iwt} f` at a real frequency `w`. The theorem states that if the dynamical matrix `K - w² - iwG` is invertible, with inverse χ, then the displacement `u(t) = e^{-iwt} χ f` solves `u'' + G u' + K u = e^{-iwt} f` at every time. `K` and `G` are arbitrary complex matrices, with no symmetry or positivity assumed. The proof shows that each time derivative multiplies the motion by `-iw`, and that the dynamical matrix turns the motion back into the force, and then puts the two together.

The first attempt, which Lean rejects:

```lean
import Mathlib

open Matrix

namespace CoupledLorentzOscillators

noncomputable section

variable {n : Type*} [Fintype n] [DecidableEq n]

/-- The dynamical matrix `K - w² - i w G` of coupled unit-mass oscillators with stiffness `K`
and damping `G`, driven at frequency `w`. -/
def dynMatrix (K G : Matrix n n ℂ) (w : ℝ) : Matrix n n ℂ :=
  K - ((w : ℂ) ^ 2) • (1 : Matrix n n ℂ) - (Complex.I * w) • G

/-- The susceptibility matrix: the inverse of the dynamical matrix. -/
def susceptibility (K G : Matrix n n ℂ) (w : ℝ) : Matrix n n ℂ :=
  (dynMatrix K G w)⁻¹

/-- The oscillating displacement `e^{-iwt} χ f` belonging to the force amplitude `f`. -/
def drivenMotion (K G : Matrix n n ℂ) (w : ℝ) (f : n → ℂ) (t : ℝ) : n → ℂ :=
  Complex.exp (-(Complex.I * w) * t) • (susceptibility K G w *ᵥ f)

/-- Where the dynamical matrix is invertible, the displacement `e^{-iwt} χ f` solves the
equation of motion `u'' + G u' + K u = e^{-iwt} f`. -/
theorem drivenMotion_solves (K G : Matrix n n ℂ) (w : ℝ) (f : n → ℂ)
    (hA : IsUnit (dynMatrix K G w)) (t : ℝ) :
    deriv (deriv (drivenMotion K G w f)) t + G *ᵥ deriv (drivenMotion K G w f) t
      + K *ᵥ drivenMotion K G w f t = Complex.exp (-(Complex.I * w) * t) • f := by
  -- each time derivative multiplies the motion by `-iw`
  have hd : ∀ s : ℝ, HasDerivAt (drivenMotion K G w f)
      (-(Complex.I * w) • drivenMotion K G w f s) s := by
    intro s
    have h0 : HasDerivAt (fun r : ℝ => (r : ℂ)) 1 s := by
      simpa using (hasDerivAt_id s).ofReal_comp
    have h1 := ((h0.const_mul (-(Complex.I * (w : ℂ)))).cexp).smul_const
      (susceptibility K G w *ᵥ f)
    have h2 : HasDerivAt (drivenMotion K G w f) _ s := h1
    refine h2.congr_deriv ?_
    simp only [drivenMotion]
    module
  have h1 : deriv (drivenMotion K G w f)
      = fun s => -(Complex.I * w) • drivenMotion K G w f s := funext fun s => (hd s).deriv
  have h2 : HasDerivAt (fun s => -(Complex.I * (w : ℂ)) • drivenMotion K G w f s)
      (-(Complex.I * (w : ℂ)) • (-(Complex.I * (w : ℂ)) • drivenMotion K G w f t)) t :=
    (hd t).const_smul _
  have hc : -(Complex.I * (w : ℂ)) * -(Complex.I * (w : ℂ)) = -(w : ℂ) ^ 2 := by
    linear_combination (w : ℂ) ^ 2 * Complex.I_sq
  -- the dynamical matrix turns the motion back into the force
  have h3 : dynMatrix K G w *ᵥ drivenMotion K G w f t
      = Complex.exp (-(Complex.I * w) * t) • f := by
    simp only [drivenMotion]
    rw [Matrix.mulVec_smul, Matrix.mulVec_mulVec, susceptibility,
      Matrix.mul_nonsing_inv _ ((Matrix.isUnit_iff_isUnit_det _).1 hA), Matrix.one_mulVec]
  rw [h1, h2.deriv, ← h3]
  simp only [dynMatrix, Matrix.sub_mulVec, Matrix.smul_mulVec, Matrix.one_mulVec,
    Matrix.mulVec_smul, smul_smul, hc]
  module

end

end CoupledLorentzOscillators
```

The error:

```
Main.lean:46:4: error: Type mismatch
  HasDerivAt.const_smul ?m.284 (hd t)
has type
  HasDerivAt (?m.284 • drivenMotion K G w f) (?m.284 • -(Complex.I * ↑w) • drivenMotion K G w f t) t
but is expected to have type
  HasDerivAt (fun s => -(Complex.I * ↑w) • drivenMotion K G w f s)
    (-(Complex.I * ↑w) • -(Complex.I * ↑w) • drivenMotion K G w f t) t
```

What went wrong. The one error is in `h2`, the derivative of the motion multiplied by `-iw`. `HasDerivAt.const_smul` speaks of a scalar times a whole function, `c • drivenMotion K G w f`, while the goal has the product taken at each time, `fun s => c • drivenMotion K G w f s`. The two are equal by definition, but to see it Lean must unfold the scalar multiplication on functions. The attempt wrote `_` for the scalar, which the message shows still unknown as `?m.284`. The lemma allows scalars of various types, so the type, and with it the multiplication to be unfolded, was open too, and Lean could not match the two forms.

The repair names the scalar, `-(Complex.I * (w : ℂ))`, and states the result first as `h`, apart from the goal. The scalar, its type and its multiplication are then all fixed when `exact h` compares `h` with the goal, and Lean can unfold the product and accept it. The statement of `h2` is unchanged; the `by` only makes room for the two steps.

The change, after which it compiles:

```diff
@@ -43,6 +43,7 @@
       = fun s => -(Complex.I * w) • drivenMotion K G w f s := funext fun s => (hd s).deriv
   have h2 : HasDerivAt (fun s => -(Complex.I * (w : ℂ)) • drivenMotion K G w f s)
-      (-(Complex.I * (w : ℂ)) • (-(Complex.I * (w : ℂ)) • drivenMotion K G w f t)) t :=
-    (hd t).const_smul _
+      (-(Complex.I * (w : ℂ)) • (-(Complex.I * (w : ℂ)) • drivenMotion K G w f t)) t := by
+    have h := (hd t).const_smul (-(Complex.I * (w : ℂ)))
+    exact h
   have hc : -(Complex.I * (w : ℂ)) * -(Complex.I * (w : ℂ)) = -(w : ℂ) ^ 2 := by
     linear_combination (w : ℂ) ^ 2 * Complex.I_sq
```
